# Gauge-invariant bilinears on a finite graph and their least-squares gradient dressing

The vector potential is taken here as a real number \(A_e\) on each edge, not as a link phase \(e^{iqA_e}\). A dressing may spread fractional flux over many edges, and for fractional \(f_e\) the factor \(e^{-iqf_eA_e}\) is not determined by the link phase. Matter of charge \(q\) is a complex number \(\psi(v)\) on each vertex.

## Invariance and least energy by summation by parts

Let edge \(e\) run from \(t(e)\) to \(h(e)\). For a real vertex function \(\chi\) and a real edge field \(f\), define

\[
(\nabla\chi)_e=\chi(h(e))-\chi(t(e)),\qquad
J_f(v)=\sum_{h(e)=v}f_e-\sum_{t(e)=v}f_e .
\]

Collecting the terms that contain \(\chi(v)\) gives

\[
\sum_e f_e(\nabla\chi)_e=\sum_v\chi(v)J_f(v).
\]

Under \(A\to A+\nabla\chi\) and \(\psi\to e^{iq\chi}\psi\), the bilinear

\[
D=\psi(x)\overline{\psi(y)}\,e^{-iq\sum_e f_eA_e}
\]

therefore acquires the phase

\[
\exp\Big(iq\big[\chi(x)-\chi(y)-\sum_v\chi(v)J_f(v)\big]\Big).
\]

If \(J_f=\delta_x-\delta_y\), the bracket vanishes and \(D\) is invariant. This is Gauss's law for unit flux leaving \(y\) and entering \(x\).

Conversely, let \(q\neq0\) and suppose \(c=\delta_x(v)-\delta_y(v)-J_f(v)\) is nonzero at some \(v\). Choose \(\chi=\frac{\pi}{qc}\delta_v\). The phase is \(e^{i\pi}=-1\), so for \(A=0\), \(\psi=1\) the value \(D=1\) becomes \(-1\).

Now let \(f=\nabla\varphi\) and \(g\) both have inflow \(\delta_x-\delta_y\). Then

\[
\sum_e g_ef_e=\sum_v\varphi(v)J_g(v)=\sum_v\varphi(v)J_f(v)=\sum_e f_e^2,
\]

\[
\sum_e g_e^2=\sum_e f_e^2+\sum_e(g_e-f_e)^2,
\]

and the last sum is positive unless \(g=f\).

For existence, suppose a chain of edges, traversed in either direction, joins \(x\) and \(y\). Adding signed unit flows along it gives some dressing \(f\). Split \(f=\nabla\varphi+z\) with \(z\) orthogonal to all gradients. Then \(J_z(v)=\sum_e z_e(\nabla\delta_v)_e=0\), so \(\nabla\varphi\) has the same inflow as \(f\). It is the Coulomb dressing: \(\varphi\) solves the graph's Poisson equation with sources \(+1\) at \(x\) and \(-1\) at \(y\).

## Fields, gauge transformations and flux in Lean

```lean
import Mathlib

open ComplexConjugate

namespace GraphGaugeDressing

noncomputable section
```

Tail and head are arbitrary maps, so loops and parallel edges are allowed.

```lean
/-- A directed graph with vertices `V` and edges `E`; each edge runs from its tail to its head. -/
structure Network (V E : Type*) where
  /-- The vertex where an edge starts. -/
  tail : E → V
  /-- The vertex where an edge ends. -/
  head : E → V
```

The gradient fixes the orientation convention, head minus tail.

```lean
variable {V E : Type*}

/-- The lattice gradient of a vertex function: its value at the head minus that at the tail. -/
def grad (G : Network V E) (χ : V → ℝ) (e : E) : ℝ := χ (G.head e) - χ (G.tail e)
```

The next two definitions fix the signs of the gauge transformation.

```lean
/-- The gauge transformation of the vector potential on the edges. -/
def gaugeA (G : Network V E) (χ : V → ℝ) (A : E → ℝ) (e : E) : ℝ := A e + grad G χ e

/-- The gauge transformation of a matter field of charge `q` on the vertices. -/
def gaugePsi (q : ℝ) (χ : V → ℝ) (ψ : V → ℂ) (v : V) : ℂ :=
  Complex.exp (Complex.I * ((q * χ v : ℝ) : ℂ)) * ψ v
```

`dressed` is \(D\). Its fields are classical numbers, with no dynamics or operator ordering.

```lean
variable [Fintype E]

/-- The matter bilinear between `x` and `y`, dressed by the edge field `f`. -/
def dressed (q : ℝ) (f A : E → ℝ) (ψ : V → ℂ) (x y : V) : ℂ :=
  ψ x * conj (ψ y) * Complex.exp (-(Complex.I * ((q * ∑ e, f e * A e : ℝ) : ℂ)))
```

`inflow` is \(J_f\), and `IsDressing` is the Gauss condition at every vertex.

```lean
variable [DecidableEq V]

/-- The net inflow of an edge field at a vertex: incoming minus outgoing flux. -/
def inflow (G : Network V E) (f : E → ℝ) (v : V) : ℝ :=
  (∑ e, if G.head e = v then f e else 0) - ∑ e, if G.tail e = v then f e else 0

/-- The edge field `f` has net inflow `δ_x - δ_y`. -/
def IsDressing (G : Network V E) (x y : V) (f : E → ℝ) : Prop :=
  ∀ v, inflow G f v = (if x = v then 1 else 0) - (if y = v then 1 else 0)
```

`Linked` is the equivalence relation generated by single edges; it includes \(x=y\), where the zero field is a dressing.

```lean
/-- Two vertices are linked if a chain of edges, traversed in either direction, joins them. -/
def Linked (G : Network V E) (x y : V) : Prop :=
  Relation.EqvGen (fun a b => ∃ e, G.head e = a ∧ G.tail e = b) x y
```

## The phase and the Gauss condition

Summation by parts exchanges the order of the edge and vertex sums.

```lean
variable [Fintype V]

/-- Summation by parts: pairing an edge field with a gradient equals pairing its inflow with
the vertex function. -/
theorem sum_by_parts (G : Network V E) (f : E → ℝ) (χ : V → ℝ) :
    ∑ e, f e * grad G χ e = ∑ v, χ v * inflow G f v := by
  simp only [inflow, grad, mul_sub, Finset.sum_sub_distrib, Finset.mul_sum]
  congr 1
  · rw [Finset.sum_comm]
    exact Finset.sum_congr rfl fun e _ => by simp [mul_comm]
  · rw [Finset.sum_comm]
    exact Finset.sum_congr rfl fun e _ => by simp [mul_comm]
```

Testing against \(\delta_v\) recovers the inflow at \(v\), from which linearity follows.

```lean
/-- The inflow at `v` is the pairing of the edge field with the gradient of the unit function
at `v`. -/
theorem sum_mul_grad_delta (G : Network V E) (f : E → ℝ) (v : V) :
    ∑ e, f e * grad G (fun w => if w = v then 1 else 0) e = inflow G f v := by
  rw [sum_by_parts]
  simp

/-- The inflow of a superposition of edge fields is the superposition of the inflows. -/
theorem inflow_linear (G : Network V E) (a b : ℝ) (f g : E → ℝ) (v : V) :
    inflow G (fun e => a * f e + b * g e) v = a * inflow G f v + b * inflow G g v := by
  simp only [← sum_mul_grad_delta, Finset.mul_sum, ← Finset.sum_add_distrib]
  exact Finset.sum_congr rfl fun e _ => by ring
```

`dressed_gauge` computes the phase for arbitrary \(f\): `hs` handles the potential, `hc` the conjugated matter field, and `he` combines the exponentials.

```lean
/-- Under a gauge transformation the dressed bilinear is multiplied by a phase fixed by the charge,
the end points, the gauge function and the inflow of the dressing field. -/
theorem dressed_gauge (G : Network V E) (q : ℝ) (f A : E → ℝ) (ψ : V → ℂ) (χ : V → ℝ)
    (x y : V) :
    dressed q f (gaugeA G χ A) (gaugePsi q χ ψ) x y =
      Complex.exp (Complex.I * ((q * (χ x - χ y - ∑ v, χ v * inflow G f v) : ℝ) : ℂ)) *
        dressed q f A ψ x y := by
  have hs : ∑ e, f e * gaugeA G χ A e = ∑ e, f e * A e + ∑ v, χ v * inflow G f v := by
    simp only [gaugeA, mul_add, Finset.sum_add_distrib, sum_by_parts]
  have hc : conj (Complex.exp (Complex.I * ((q * χ y : ℝ) : ℂ))) =
      Complex.exp (-(Complex.I * ((q * χ y : ℝ) : ℂ))) := by
    rw [← Complex.exp_conj, map_mul, Complex.conj_I, Complex.conj_ofReal, neg_mul]
  unfold dressed gaugePsi
  rw [hs, map_mul, hc]
  generalize ∑ e, f e * A e = a
  generalize ∑ v, χ v * inflow G f v = b
  -- collect the phases of the two matter fields and of the dressing
  have he : Complex.exp (Complex.I * ((q * χ x : ℝ) : ℂ)) *
      Complex.exp (-(Complex.I * ((q * χ y : ℝ) : ℂ))) *
      Complex.exp (-(Complex.I * ((q * (a + b) : ℝ) : ℂ))) =
      Complex.exp (Complex.I * ((q * (χ x - χ y - b) : ℝ) : ℂ)) *
      Complex.exp (-(Complex.I * ((q * a : ℝ) : ℂ))) := by
    rw [← Complex.exp_add, ← Complex.exp_add, ← Complex.exp_add]
    congr 1
    push_cast
    ring
  linear_combination (ψ x * conj (ψ y)) * he
```

Inserting the Gauss condition makes the phase equal to 1.

```lean
/-- If the dressing field has net inflow `δ_x - δ_y`, the dressed bilinear is gauge invariant. -/
theorem dressed_invariant (G : Network V E) (q : ℝ) {f : E → ℝ} {x y : V}
    (hf : IsDressing G x y f) (χ : V → ℝ) (A : E → ℝ) (ψ : V → ℂ) :
    dressed q f (gaugeA G χ A) (gaugePsi q χ ψ) x y = dressed q f A ψ x y := by
  have hs : ∑ v, χ v * inflow G f v = χ x - χ y := by
    rw [Finset.sum_congr rfl fun v _ => by rw [hf v]]
    simp [mul_sub, Finset.sum_sub_distrib]
  rw [dressed_gauge, hs]
  simp
```

The converse quantifies over all \(\chi\), \(A\) and \(\psi\), and uses the gauge function chosen above. It needs `q ≠ 0`, since neutral matter does not constrain \(f\).

```lean
/-- For nonzero charge, the dressed bilinear is invariant under all gauge transformations of all
fields exactly when the dressing field has net inflow `δ_x - δ_y`. -/
theorem invariant_iff (G : Network V E) {q : ℝ} (hq : q ≠ 0) (f : E → ℝ) (x y : V) :
    (∀ (χ : V → ℝ) (A : E → ℝ) (ψ : V → ℂ),
      dressed q f (gaugeA G χ A) (gaugePsi q χ ψ) x y = dressed q f A ψ x y) ↔
      IsDressing G x y f := by
  refine ⟨fun h v => ?_, fun hf => dressed_invariant G q hf⟩
  by_contra hne
  obtain ⟨c, hc⟩ : ∃ c : ℝ, c = (if x = v then 1 else 0) - (if y = v then 1 else 0)
      - inflow G f v := ⟨_, rfl⟩
  have hc0 : c ≠ 0 := by
    intro h0
    apply hne
    linarith
  -- a gauge function supported at `v`, scaled so that the phase is `-1`
  obtain ⟨t, ht⟩ : ∃ t : ℝ, q * (t * c) = Real.pi := ⟨Real.pi / (q * c), by field_simp⟩
  obtain ⟨χ, hχ⟩ : ∃ χ : V → ℝ, ∀ w, χ w = t * (if w = v then 1 else 0) :=
    ⟨_, fun _ => rfl⟩
  have hs : ∑ w, χ w * inflow G f w = t * inflow G f v := by simp [hχ]
  have e1 : q * (χ x - χ y - ∑ w, χ w * inflow G f w) = Real.pi := by
    rw [hs, hχ x, hχ y]
    rw [hc] at ht
    linear_combination ht
  have key := h χ (fun _ => 0) (fun _ => 1)
  have hD : dressed q f (fun _ => 0) (fun _ : V => (1 : ℂ)) x y = 1 := by simp [dressed]
  rw [dressed_gauge, e1, hD, mul_comm Complex.I, Complex.exp_pi_mul_I] at key
  norm_num at key
```

## The Coulomb dressing

Here `h1` is the equality of pairings, `h2` the expanded square, and `h4` the positivity of the difference. The sum of squares is the energy of the electric field up to a factor, with every edge weighted equally.

```lean
/-- A gradient dressing has strictly smaller sum of squares than any other dressing between the
same two vertices. -/
theorem gradient_strict_min (G : Network V E) {x y : V} {φ : V → ℝ} {g : E → ℝ}
    (hf : IsDressing G x y (grad G φ)) (hg : IsDressing G x y g) (hne : g ≠ grad G φ) :
    ∑ e, grad G φ e ^ 2 < ∑ e, g e ^ 2 := by
  -- equal inflows give equal pairings with the gradient
  have h1 : ∑ e, g e * grad G φ e = ∑ e, grad G φ e * grad G φ e := by
    rw [sum_by_parts, sum_by_parts]
    exact Finset.sum_congr rfl fun v _ => by rw [hf v, hg v]
  have h2 : ∑ e, g e ^ 2 = ∑ e, (g e - grad G φ e) ^ 2 + 2 * ∑ e, g e * grad G φ e
      - ∑ e, grad G φ e ^ 2 := by
    rw [Finset.mul_sum, ← Finset.sum_add_distrib, ← Finset.sum_sub_distrib]
    exact Finset.sum_congr rfl fun e _ => by ring
  have h3 : ∑ e, grad G φ e * grad G φ e = ∑ e, grad G φ e ^ 2 :=
    Finset.sum_congr rfl fun e _ => by ring
  obtain ⟨e, he⟩ := Function.ne_iff.1 hne
  have h4 : 0 < ∑ e, (g e - grad G φ e) ^ 2 :=
    Finset.sum_pos' (fun _ _ => sq_nonneg _) ⟨e, Finset.mem_univ e,
      lt_of_le_of_ne (sq_nonneg _) (Ne.symm (pow_ne_zero 2 (sub_ne_zero.2 he)))⟩
  linarith
```

Existence of some dressing follows by induction on the link: a single edge carries unit flow, reversal changes its sign, and concatenation adds flows.

```lean
/-- Between linked vertices there is an edge field with net inflow `δ_x - δ_y`. -/
theorem exists_dressing (G : Network V E) {x y : V} (h : Linked G x y) :
    ∃ f, IsDressing G x y f := by
  classical
  unfold Linked at h
  induction h with
  | rel a b h =>
    obtain ⟨e, rfl, rfl⟩ := h
    refine ⟨fun e' => if e' = e then 1 else 0, fun v => ?_⟩
    unfold inflow
    rw [Finset.sum_eq_single e, Finset.sum_eq_single e] <;> simp +contextual
  | refl a => exact ⟨fun _ => 0, fun v => by simp [inflow]⟩
  | symm a b _ ih =>
    obtain ⟨f, hf⟩ := ih
    exact ⟨fun e => (-1) * f e + 0 * f e, fun v => by rw [inflow_linear, hf v]; ring⟩
  | trans a b c _ _ ih1 ih2 =>
    obtain ⟨f, hf⟩ := ih1
    obtain ⟨g, hg⟩ := ih2
    exact ⟨fun e => 1 * f e + 1 * g e, fun v => by rw [inflow_linear, hf v, hg v]; ring⟩
```

The final theorem turns on `exists_add_mem_mem_orthogonal`, which splits a vector into a part in a subspace and a part orthogonal to it. The subspace is the range of the gradient, written as a linear map `L` into `EuclideanSpace ℝ E`. That type supplies the inner product \(\sum_e u_ew_e\), which the plain function type `E → ℝ` does not carry. Membership in the range then yields the potential `φ` directly.

```lean
/-- Between linked vertices there is a dressing field that is a gradient, and it has strictly
smaller sum of squares than every other dressing field. -/
theorem coulomb_dressing (G : Network V E) {x y : V} (h : Linked G x y) :
    ∃ φ : V → ℝ, IsDressing G x y (grad G φ) ∧
      ∀ g, IsDressing G x y g → g ≠ grad G φ → ∑ e, grad G φ e ^ 2 < ∑ e, g e ^ 2 := by
  obtain ⟨f, hf⟩ := exists_dressing G h
  obtain ⟨L, hL⟩ : ∃ L : (V → ℝ) →ₗ[ℝ] EuclideanSpace ℝ E, ∀ φ e, L φ e = grad G φ e :=
    ⟨{ toFun := fun φ => WithLp.toLp 2 (grad G φ)
       map_add' := fun a b => by ext e; simp [grad]; ring
       map_smul' := fun c a => by ext e; simp [grad]; ring }, fun _ _ => rfl⟩
  -- split `f` into a gradient and a part orthogonal to all gradients
  obtain ⟨_, ⟨φ, rfl⟩, z, hz, hd⟩ :=
    (LinearMap.range L).exists_add_mem_mem_orthogonal (WithLp.toLp 2 f)
  have hfe : ∀ e, f e = grad G φ e + z e := fun e => by
    have := congrArg (fun u : EuclideanSpace ℝ E => u e) hd
    simpa [hL] using this
  have hφ : IsDressing G x y (grad G φ) := by
    intro v
    -- the orthogonal part has no inflow
    have h0 := (Submodule.mem_orthogonal _ _).1 hz
      (L (fun w => if w = v then 1 else 0)) ⟨_, rfl⟩
    have h1 : ∑ e, z e * grad G (fun w => if w = v then 1 else 0) e = 0 := by
      rw [PiLp.inner_apply] at h0
      refine Eq.trans ?_ h0
      exact Finset.sum_congr rfl fun e _ => by simp [hL]
    rw [← hf v, ← sum_mul_grad_delta G f v, ← sum_mul_grad_delta G (grad G φ) v]
    simp only [hfe, add_mul, Finset.sum_add_distrib]
    rw [h1, add_zero]
  exact ⟨φ, hφ, fun g hg hne => gradient_strict_min G hφ hg hne⟩

end

end GraphGaugeDressing
```

```lean
#print axioms GraphGaugeDressing.dressed_invariant
-- 'GraphGaugeDressing.dressed_invariant' depends on axioms: [propext, Classical.choice, Quot.sound]
#print axioms GraphGaugeDressing.invariant_iff
-- 'GraphGaugeDressing.invariant_iff' depends on axioms: [propext, Classical.choice, Quot.sound]
#print axioms GraphGaugeDressing.coulomb_dressing
-- 'GraphGaugeDressing.coulomb_dressing' depends on axioms: [propext, Classical.choice, Quot.sound]
```

The minimising edge field is unique, though \(\varphi\) may be shifted by a constant. In non-compact lattice QED, where the flux on an edge may be any real number, this gives, up to sign and a factor of the charge, the least-energy classical electric flux for two opposite static charges at linked vertices of a finite graph with equally weighted edges. It need not carry over to compact lattice QED, where the flux on each edge is an integer multiple of a fixed unit, because the gradient field can be fractional on a graph with cycles.

The same orthogonality argument applies to any charge distribution \(\rho\) that is the inflow of some edge field: among all fields with inflow \(\rho\), exactly one is a gradient, and it has the least sum of squares.
